# Drift-free steps from a walker density $x^2$ cross the node at a rate proportional to $\sqrt\tau$

Before diffusion Monte Carlo energies are extrapolated to zero time step, someone has to choose which powers of the time step $\tau$ enter the fit. A polynomial in $\tau$ has no room for a term in $\sqrt\tau$, so it matters whether the algorithm can produce one. Deleting walkers that step across a node is a possible source: in a one-dimensional model with drift-free Gaussian steps of variance $\tau$ and walker density $x^2$ at distance $x$ from the node, the probability that a walker crosses in one step, integrated over the density and divided by $\tau$, is exactly $2\sqrt\tau/(3\sqrt{2\pi})$.

The power can be read off from the length scale. A step typically covers a distance $\sqrt\tau$, so the walkers at risk occupy a layer of that width, where the density is of order $\tau$. The loss per step is then of order $\tau^{3/2}$, and the loss per unit time of order $\sqrt\tau$. The calculation below supplies the coefficient.

```lean
import Mathlib

open MeasureTheory Set Filter Topology
open scoped Real

namespace NodeCrossingLoss

noncomputable section
```

## A Gaussian step beside a flat node

Place the node at the origin and the walkers at $x>0$. In atomic units, a particle of unit mass diffuses during a time $\tau$ by a Gaussian displacement of mean zero and variance $\tau$, with density

$$g_\tau(x)=\frac{e^{-x^2/(2\tau)}}{\sqrt{2\pi\tau}}.$$

In the code this is `stepDensity τ x`. Its arguments are real numbers, and the theorems that use the Gaussian as a diffusion step assume `0 < τ`.

```lean
/-- Density of a drift-free diffusion step: a centred Gaussian of variance `τ`, for `τ > 0`. -/
def stepDensity (τ x : ℝ) : ℝ := Real.exp (-x ^ 2 / (2 * τ)) / √(2 * π * τ)
```

A walker at distance $x$ crosses if its displacement towards the node exceeds $x$. Since the Gaussian is symmetric, the direction does not affect the probability, which is

$$Q_\tau(x)=\int_x^\infty g_\tau(y)\,dy .$$

Only the end point of the step counts. A continuous path that crossed the node and returned within the same step would not be registered.

```lean
/-- Probability that a Gaussian step of variance `τ > 0` exceeds `x`, the distance of the
walker from the node. -/
def crossProb (τ x : ℝ) : ℝ := ∫ y in Ioi x, stepDensity τ y
```

For a walker density $\rho$, the loss per unit time is

$$k_\rho(\tau)=\frac1\tau\int_0^\infty \rho(x)\,Q_\tau(x)\,dx .$$

The density that matters here is $\rho(x)=x^2$. With importance sampling, walkers are distributed as the product of the trial function and the fixed-node solution. If both vanish linearly at the same node, the product is quadratic there; its coefficient is set to one. The density is prescribed before a single step, and its later evolution is not followed.

The importance-sampling drift, which near such a node points away from it and grows as $1/x$, is left out. The result therefore describes the loss caused by diffusion alone, and it is not the time-step error of an algorithm that includes the drift.

```lean
/-- Walkers lost across the node at the origin per unit time, when walkers with density `ρ` on
`x > 0` make one drift-free step of duration `τ > 0`. -/
def killingRate (ρ : ℝ → ℝ) (τ : ℝ) : ℝ := (∫ x in Ioi 0, ρ x * crossProb τ x) / τ
```

## Derivatives and decay of the step density

The exponent is a negative multiple of $x^2$, so $g_\tau$ is integrable over the line. The proof rewrites the exponent in the form expected by Mathlib's Gaussian integrability theorem.

```lean
/-- For `τ > 0` the step density is integrable over the line. -/
theorem integrable_stepDensity {τ : ℝ} (hτ : 0 < τ) : Integrable (stepDensity τ) := by
  have e : stepDensity τ =
      fun x => Real.exp (-(1 / (2 * τ)) * x ^ 2) / √(2 * π * τ) := by
    funext x
    unfold stepDensity
    congr 2
    ring
  rw [e]
  exact (integrable_exp_neg_mul_sq (by positivity)).div_const _
```

Differentiating the exponential brings down a factor $-x/\tau$, and hence

$$\frac{d}{dx}\bigl(-\tau g_\tau(x)\bigr)=x\,g_\tau(x).$$

Lean assembles the derivative by the chain rule; the final `linear_combination` uses $\tau\,(x/\tau)=x$.

```lean
/-- For `τ > 0`, minus `τ` times the step density is an antiderivative of `x` times the step
density. -/
theorem hasDerivAt_stepDensity {τ : ℝ} (hτ : 0 < τ) (x : ℝ) :
    HasDerivAt (fun y => -τ * stepDensity τ y) (x * stepDensity τ x) x := by
  have h2 : HasDerivAt (fun y : ℝ => y ^ 2) (2 * x) x := by simpa using hasDerivAt_pow 2 x
  have h := ((h2.fun_neg.div_const (2 * τ)).exp.div_const (√(2 * π * τ))).const_mul (-τ)
  refine h.congr_deriv ?_
  have hx : τ * (x / τ) = x := by field_simp
  unfold stepDensity
  linear_combination (Real.exp (-x ^ 2 / (2 * τ)) / √(2 * π * τ)) * hx
```

The boundary terms at infinity require $x^{2n}g_\tau(x)\to0$ for integers $n\ge0$. With $u=x^2/(2\tau)$,

$$x^{2n}g_\tau(x)=\frac{(2\tau)^n}{\sqrt{2\pi\tau}}\,u^n e^{-u}\longrightarrow 0 ,$$

because the exponential beats every power. Only $n=0$ and $n=1$ are used later.

```lean
/-- For `τ > 0` the step density times any even power of the distance vanishes far away. -/
theorem tendsto_pow_mul_stepDensity {τ : ℝ} (hτ : 0 < τ) (n : ℕ) :
    Tendsto (fun x => x ^ (2 * n) * stepDensity τ x) atTop (𝓝 0) := by
  have hu : Tendsto (fun x : ℝ => x ^ 2 / (2 * τ)) atTop atTop :=
    (tendsto_pow_atTop two_ne_zero).atTop_div_const (by positivity)
  have h := ((Real.tendsto_pow_mul_exp_neg_atTop_nhds_zero n).comp hu).const_mul
    ((2 * τ) ^ n / √(2 * π * τ))
  rw [mul_zero] at h
  refine h.congr fun x => ?_
  have hc : (2 * τ) ^ n * ((x ^ 2) ^ n / (2 * τ) ^ n) = (x ^ 2) ^ n := by field_simp
  simp only [Function.comp_apply, stepDensity]
  rw [div_pow, pow_mul, neg_div]
  linear_combination (Real.exp (-(x ^ 2 / (2 * τ))) / √(2 * π * τ)) * hc
```

## The crossing probability and its tail

As the integral of a nonnegative function, $Q_\tau$ is nonnegative.

```lean
/-- The crossing probability is nonnegative. -/
theorem crossProb_nonneg (τ x : ℝ) : 0 ≤ crossProb τ x :=
  setIntegral_nonneg measurableSet_Ioi fun y _ => by unfold stepDensity; positivity
```

Splitting the tail integral at the origin gives

$$Q_\tau(x)=Q_\tau(0)-\int_0^x g_\tau(y)\,dy,\qquad Q_\tau'(x)=-g_\tau(x).$$

The identity `e` in the proof is this splitting, and the derivative follows from the fundamental theorem of calculus.

```lean
/-- For `τ > 0` the derivative of the crossing probability with respect to distance is minus
the step density. -/
theorem hasDerivAt_crossProb {τ : ℝ} (hτ : 0 < τ) (x : ℝ) :
    HasDerivAt (crossProb τ) (-stepDensity τ x) x := by
  have hcont : Continuous (stepDensity τ) := by
    show Continuous fun x : ℝ => Real.exp (-x ^ 2 / (2 * τ)) / √(2 * π * τ)
    fun_prop
  have h := (hcont.integral_hasStrictDerivAt 0 x).hasDerivAt.const_sub (crossProb τ 0)
  have e : crossProb τ = fun u => crossProb τ 0 - ∫ y in (0 : ℝ)..u, stepDensity τ y := by
    funext u
    have hi := intervalIntegral.integral_interval_add_Ioi
      ((integrable_stepDensity hτ).integrableOn (s := Ioi 0))
      ((integrable_stepDensity hτ).integrableOn (s := Ioi u))
    unfold crossProb
    linarith
  rw [e]
  exact h
```

For $x\ge0$, every $y$ in the tail satisfies $y>x$, so

$$x\,Q_\tau(x)=\int_x^\infty x\,g_\tau(y)\,dy\le\int_x^\infty y\,g_\tau(y)\,dy=\tau g_\tau(x).$$

The last equality uses the antiderivative $-\tau g_\tau$, which vanishes at infinity. The `calc` block has the same three links: the constant is taken inside the integral, the integrands are compared, and the right-hand integral is evaluated.

```lean
/-- Gaussian tail bound: for `τ > 0` and `x ≥ 0`, distance times crossing probability is at most
`τ` times the step density. -/
theorem mul_crossProb_le {τ x : ℝ} (hτ : 0 < τ) (hx : 0 ≤ x) :
    x * crossProb τ x ≤ τ * stepDensity τ x := by
  have hg : ∀ y, 0 ≤ stepDensity τ y := fun y => by unfold stepDensity; positivity
  have hd : ∀ y ∈ Ici x, HasDerivAt (fun y => -τ * stepDensity τ y) (y * stepDensity τ y) y :=
    fun y _ => hasDerivAt_stepDensity hτ y
  have hpos : ∀ y ∈ Ioi x, 0 ≤ y * stepDensity τ y :=
    fun y hy => mul_nonneg (hx.trans (le_of_lt hy)) (hg y)
  have hl : Tendsto (fun y => -τ * stepDensity τ y) atTop (𝓝 0) := by
    simpa using (tendsto_pow_mul_stepDensity hτ 0).const_mul (-τ)
  have hi := integrableOn_Ioi_deriv_of_nonneg' hd hpos hl
  have hv : ∫ y in Ioi x, y * stepDensity τ y = 0 - (-τ * stepDensity τ x) :=
    integral_Ioi_of_hasDerivAt_of_nonneg' hd hpos hl
  calc x * crossProb τ x = ∫ y in Ioi x, x * stepDensity τ y := (integral_const_mul _ _).symm
    _ ≤ ∫ y in Ioi x, y * stepDensity τ y :=
      setIntegral_mono_on ((integrable_stepDensity hτ).const_mul x).integrableOn hi
        measurableSet_Ioi fun y hy => mul_le_mul_of_nonneg_right (le_of_lt hy) (hg y)
    _ = τ * stepDensity τ x := by rw [hv]; ring
```

## The loss in one step

Integration by parts turns $x^2Q_\tau$ into $x^3Q_\tau/3$ plus one third of an antiderivative of $x^3g_\tau$. The latter is $-\tau(x^2+2\tau)g_\tau$, since

$$\frac{d}{dx}\bigl[-\tau(x^2+2\tau)g_\tau\bigr]=-2\tau x\,g_\tau+(x^2+2\tau)x\,g_\tau=x^3g_\tau .$$

This gives

$$F(x)=\frac{x^3Q_\tau(x)}3-\frac{\tau(x^2+2\tau)g_\tau(x)}3 ,$$

$$F'(x)=x^2Q_\tau(x)-\frac{x^3g_\tau(x)}3+\frac{x^3g_\tau(x)}3=x^2Q_\tau(x).$$

At infinity the second term of $F$ vanishes by the decay of $g_\tau$. The first does too, because the tail bound gives $0\le x^3Q_\tau(x)\le\tau x^2g_\tau(x)$. At the node $F(0)=-2\tau^2g_\tau(0)/3$, so

$$\int_0^\infty x^2Q_\tau(x)\,dx=-F(0)=\frac{2\tau^2}{3\sqrt{2\pi\tau}}=\frac{2\tau^{3/2}}{3\sqrt{2\pi}} .$$

The theorem `quadratic_loss` states two things for every $\tau>0$: the integrand is integrable on $x>0$, and its integral has this value, with $\tau^{3/2}$ written as `√τ ^ 3`. The first part ensures that the value is a genuine finite loss.

In the proof, `hd` verifies $F'=x^2Q_\tau$, `hA` is the squeeze for $x^3Q_\tau$, and `hl` is the limit of $F$. Since the integrand is nonnegative, the limit of the antiderivative yields both integrability and the value. The remaining lines evaluate $g_\tau(0)$ and combine the square roots.

```lean
/-- For `τ > 0`, walkers with density `x²` beside a node suffer a finite loss
`2 τ^(3/2) / (3 √(2π))` in one drift-free step. -/
theorem quadratic_loss {τ : ℝ} (hτ : 0 < τ) :
    IntegrableOn (fun x => x ^ 2 * crossProb τ x) (Ioi 0) ∧
      ∫ x in Ioi 0, x ^ 2 * crossProb τ x = 2 * √τ ^ 3 / (3 * √(2 * π)) := by
  -- an explicit antiderivative of the loss
  have hd : ∀ x ∈ Ici (0 : ℝ), HasDerivAt
      (fun x => x ^ 3 * crossProb τ x / 3 + (x ^ 2 + 2 * τ) * (-τ * stepDensity τ x) / 3)
      (x ^ 2 * crossProb τ x) x := by
    intro x _
    have h2 : HasDerivAt (fun y : ℝ => y ^ 2) (2 * x) x := by simpa using hasDerivAt_pow 2 x
    have h3 : HasDerivAt (fun y : ℝ => y ^ 3) (3 * x ^ 2) x := by
      simpa using hasDerivAt_pow 3 x
    have h := ((h3.fun_mul (hasDerivAt_crossProb hτ x)).div_const 3).fun_add
      (((h2.add_const (2 * τ)).fun_mul (hasDerivAt_stepDensity hτ x)).div_const 3)
    exact h.congr_deriv (by ring)
  have hpos : ∀ x ∈ Ioi (0 : ℝ), 0 ≤ x ^ 2 * crossProb τ x :=
    fun x _ => mul_nonneg (sq_nonneg x) (crossProb_nonneg τ x)
  -- it vanishes far from the node, by the tail bound
  have h0 := tendsto_pow_mul_stepDensity hτ 0
  have h1 := tendsto_pow_mul_stepDensity hτ 1
  have hA : Tendsto (fun x => x ^ 3 * crossProb τ x) atTop (𝓝 0) := by
    have hb := h1.const_mul τ
    rw [mul_zero] at hb
    refine squeeze_zero' ?_ ?_ hb
    · filter_upwards [eventually_ge_atTop 0] with x hx
      exact mul_nonneg (pow_nonneg hx 3) (crossProb_nonneg τ x)
    · filter_upwards [eventually_ge_atTop 0] with x hx
      calc x ^ 3 * crossProb τ x = x ^ 2 * (x * crossProb τ x) := by ring
        _ ≤ x ^ 2 * (τ * stepDensity τ x) :=
          mul_le_mul_of_nonneg_left (mul_crossProb_le hτ hx) (sq_nonneg x)
        _ = τ * (x ^ (2 * 1) * stepDensity τ x) := by ring
  have hl : Tendsto (fun x => x ^ 3 * crossProb τ x / 3
      + (x ^ 2 + 2 * τ) * (-τ * stepDensity τ x) / 3) atTop (𝓝 0) := by
    have h := (hA.div_const 3).add ((h1.add (h0.const_mul (2 * τ))).const_mul (-τ / 3))
    simp only [zero_div, mul_zero, add_zero] at h
    refine h.congr fun x => ?_
    ring
  refine ⟨integrableOn_Ioi_deriv_of_nonneg' hd hpos hl, ?_⟩
  have hv : ∫ x in Ioi 0, x ^ 2 * crossProb τ x = 0 - ((0 : ℝ) ^ 3 * crossProb τ 0 / 3
      + ((0 : ℝ) ^ 2 + 2 * τ) * (-τ * stepDensity τ 0) / 3) :=
    integral_Ioi_of_hasDerivAt_of_nonneg' hd hpos hl
  have g0 : stepDensity τ 0 = 1 / (√(2 * π) * √τ) := by
    unfold stepDensity
    rw [Real.sqrt_mul (by positivity : (0 : ℝ) ≤ 2 * π)]
    simp
  have alg : ∀ r p : ℝ, 0 < r → 0 < p → (r ^ 2) ^ 2 * (1 / (p * r)) = r ^ 3 / p := by
    intro r p hr hp
    field_simp
  have key := alg (√τ) (√(2 * π)) (by positivity) (by positivity)
  rw [Real.sq_sqrt hτ.le] at key
  rw [hv, g0]
  linear_combination (2 / 3) * key
```

## The loss per unit time

Division by $\tau$ leaves

$$k_{x^2}(\tau)=\frac{2}{3\sqrt{2\pi}}\sqrt\tau\approx0.266\sqrt\tau .$$

This is an equality for every positive time step, with no higher-order terms. The proof inserts the integral just found and uses $(\sqrt\tau)^3=\tau\sqrt\tau$.

```lean
/-- For `τ > 0` the killing rate of walkers with density `x²` is `2 √τ / (3 √(2π))`. -/
theorem killingRate_quadratic {τ : ℝ} (hτ : 0 < τ) :
    killingRate (fun x => x ^ 2) τ = 2 / (3 * √(2 * π)) * √τ := by
  show (∫ x in Ioi 0, x ^ 2 * crossProb τ x) / τ = _
  have h : √τ ^ 3 = τ * √τ := by rw [pow_succ, Real.sq_sqrt hτ.le]
  rw [(quadratic_loss hτ).2, h]
  field_simp
```

## Densities between two parabolas

The quadratic need not hold exactly. Suppose that $\rho$ is measurable and that, for all $x>0$,

$$a x^2\le\rho(x)\le b x^2,\qquad a\ge0 .$$

Multiplication by $Q_\tau(x)\ge0$ preserves the inequalities. Integrating them and dividing by $\tau$ gives

$$a\,\frac{2\sqrt\tau}{3\sqrt{2\pi}}\le k_\rho(\tau)\le b\,\frac{2\sqrt\tau}{3\sqrt{2\pi}} .$$

When $a>0$, the rate is thus bounded above and below by positive multiples of $\sqrt\tau$. In the proof, `hup` and `hlo` are the pointwise inequalities, `hint` obtains integrability by comparison with $b x^2Q_\tau$, and `lo` and `up` are the integrated inequalities.

```lean
/-- If a measurable walker density lies between `a x²` and `b x²` on `x > 0`, with `a ≥ 0`, then
for `τ > 0` its killing rate lies between `a` and `b` times `2 √τ / (3 √(2π))`. -/
theorem killingRate_bounds {ρ : ℝ → ℝ} {a b τ : ℝ} (hτ : 0 < τ) (hρ : Measurable ρ)
    (ha : 0 ≤ a) (h : ∀ x, 0 < x → a * x ^ 2 ≤ ρ x ∧ ρ x ≤ b * x ^ 2) :
    a * (2 / (3 * √(2 * π)) * √τ) ≤ killingRate ρ τ ∧
      killingRate ρ τ ≤ b * (2 / (3 * √(2 * π)) * √τ) := by
  have hi := (quadratic_loss hτ).1
  have hm : Measurable (crossProb τ) := (continuous_iff_continuousAt.2
    fun x => (hasDerivAt_crossProb hτ x).continuousAt).measurable
  have hup : ∀ x ∈ Ioi (0 : ℝ), ρ x * crossProb τ x ≤ b * (x ^ 2 * crossProb τ x) :=
    fun x hx => (mul_le_mul_of_nonneg_right (h x hx).2 (crossProb_nonneg τ x)).trans_eq
      (mul_assoc b _ _)
  have hlo : ∀ x ∈ Ioi (0 : ℝ), a * (x ^ 2 * crossProb τ x) ≤ ρ x * crossProb τ x :=
    fun x hx => (mul_assoc a _ _).symm.trans_le
      (mul_le_mul_of_nonneg_right (h x hx).1 (crossProb_nonneg τ x))
  -- the loss is finite, being dominated by that of a quadratic density
  have hint : IntegrableOn (fun x => ρ x * crossProb τ x) (Ioi 0) := by
    refine Integrable.mono' (hi.const_mul b) (hρ.mul hm).aestronglyMeasurable ?_
    filter_upwards [ae_restrict_mem measurableSet_Ioi] with x hx
    have h0 : 0 ≤ ρ x := (mul_nonneg ha (sq_nonneg x)).trans (h x hx).1
    rw [Real.norm_eq_abs, abs_of_nonneg (mul_nonneg h0 (crossProb_nonneg τ x))]
    exact hup x hx
  have lo := setIntegral_mono_on (hi.const_mul a) hint measurableSet_Ioi hlo
  have up := setIntegral_mono_on hint (hi.const_mul b) measurableSet_Ioi hup
  have hI : ∫ x in Ioi 0, x ^ 2 * crossProb τ x = 2 / (3 * √(2 * π)) * √τ * τ := by
    have k := killingRate_quadratic hτ
    unfold killingRate at k
    exact (div_eq_iff hτ.ne').1 k
  rw [integral_const_mul, hI] at lo up
  unfold killingRate
  refine ⟨(le_div_iff₀ hτ).2 ?_, (div_le_iff₀ hτ).2 ?_⟩ <;> linarith

end

end NodeCrossingLoss
```

The bounds are required on the whole half-line, which matters for a normalisable density. A density that stays above $a x^2$ with $a>0$ has an infinite total, so a normalisable one admits only $a=0$. For $\rho(x)=x^2e^{-x^2}$, for example, the theorem applies with $a=0$ and $b=1$: the rate is at most $2\sqrt\tau/(3\sqrt{2\pi})$, while the lower bound says only that it is nonnegative. The layer argument suggests that such a density should still lose walkers at a rate of order $\sqrt\tau$ for small steps, but the theorem above does not prove this.

```lean
#print axioms NodeCrossingLoss.killingRate_bounds
```

```
'NodeCrossingLoss.killingRate_bounds' depends on axioms: [propext, Classical.choice, Quot.sound]
```
